# For a nonzero gradient, the reciprocal length of the shifted Newton step is strictly increasing and concave in the shift wherever the shifted Hessian is positive definite

In a finite eigenbasis of the Hessian, with real eigenvalues `h i` and gradient components `g i`, the regularised Newton step at shift `μ` has components `-g i / (h i + μ)`. The failing theorem, `recip_strictMonoOn_concaveOn`, says that if the gradient is nonzero, the reciprocal of this step's length is a strictly increasing and concave function of `μ` on the set of shifts for which every `h i + μ` is positive. The attempt first shows that this set is convex, using the convexity of the half-line above `-h i` for each mode. It then uses an earlier lemma, that the reciprocal length lies on or below each of its tangent lines: the positive slope of the tangent gives strict increase, and averaging the tangent inequality at an intermediate point gives concavity.

The first attempt, which Lean rejects:

```lean
import Mathlib

open Finset

namespace RecipStrictMonoOnConcaveOn

noncomputable section

variable {ι : Type*} [Fintype ι]

/-- The shifts `μ` for which every shifted Hessian eigenvalue `h i + μ` is positive. -/
def pdShifts (h : ι → ℝ) : Set ℝ := {μ | ∀ i, 0 < h i + μ}

/-- Length of the regularised step with components `-g i / (h i + μ)` in the eigenbasis of the
Hessian, for shifts at which no `h i + μ` vanishes. -/
def stepLength (h g : ι → ℝ) (μ : ℝ) : ℝ := √(∑ i, g i ^ 2 / (h i + μ) ^ 2)

/-- The slope formula `(∑ g i ^ 2 / (h i + μ) ^ 3) / ‖s‖ ^ 3` for the reciprocal step length,
for a nonzero gradient and `μ` in `pdShifts h`. -/
def recipSlope (h g : ι → ℝ) (μ : ℝ) : ℝ :=
  (∑ i, g i ^ 2 / (h i + μ) ^ 3) / stepLength h g μ ^ 3

/-- For a nonzero gradient and positive shifted eigenvalues, the sums
`∑ g i ^ 2 / (h i + μ) ^ k` are positive. -/
theorem moment_pos {h g : ι → ℝ} {μ : ℝ} (hg : g ≠ 0) (hμ : μ ∈ pdShifts h) (k : ℕ) :
    0 < ∑ i, g i ^ 2 / (h i + μ) ^ k := by
  obtain ⟨j, hj⟩ := Function.ne_iff.mp hg
  have hj' : g j ≠ 0 := hj
  exact Finset.sum_pos' (fun i _ => div_nonneg (sq_nonneg _) (pow_pos (hμ i) k).le)
    ⟨j, mem_univ j, div_pos (by positivity) (pow_pos (hμ j) k)⟩

/-- For a nonzero gradient and positive shifted eigenvalues, the regularised step has positive
length. -/
theorem stepLength_pos {h g : ι → ℝ} {μ : ℝ} (hg : g ≠ 0) (hμ : μ ∈ pdShifts h) :
    0 < stepLength h g μ :=
  Real.sqrt_pos.mpr (moment_pos hg hμ 2)

/-- The inequality for a single mode of weight `q ≥ 0`, with positive shifted eigenvalues `a`, `b`
and positive step lengths `N`, `M`. -/
theorem mode_bound {a b M N q : ℝ} (ha : 0 < a) (hb : 0 < b) (hM : 0 < M) (hN : 0 < N)
    (hq : 0 ≤ q) :
    3 * (q / a ^ 2) ≤
      N ^ 2 / M ^ 2 * (q / b ^ 2) + 2 * (M / N) * (q / a ^ 2 + (b - a) * (q / a ^ 3)) := by
  -- the difference of the two sides is a manifestly nonnegative fraction
  have e : N ^ 2 / M ^ 2 * (q / b ^ 2) + 2 * (M / N) * (q / a ^ 2 + (b - a) * (q / a ^ 3))
      - 3 * (q / a ^ 2)
      = q * (M * b - N * a) ^ 2 * (2 * M * b + N * a) / (N * a ^ 3 * M ^ 2 * b ^ 2) := by
    field_simp
    ring
  have p : 0 ≤ q * (M * b - N * a) ^ 2 * (2 * M * b + N * a) / (N * a ^ 3 * M ^ 2 * b ^ 2) := by
    positivity
  linarith

/-- For a nonzero gradient, the reciprocal step length lies on or below each of its tangent lines on
the shifts that make all shifted eigenvalues positive. -/
theorem recip_le_tangent {h g : ι → ℝ} {μ ν : ℝ} (hg : g ≠ 0) (hμ : μ ∈ pdShifts h)
    (hν : ν ∈ pdShifts h) :
    1 / stepLength h g ν ≤ 1 / stepLength h g μ + recipSlope h g μ * (ν - μ) := by
  have hN := stepLength_pos hg hμ
  have hM := stepLength_pos hg hν
  have hN2 : stepLength h g μ ^ 2 = ∑ i, g i ^ 2 / (h i + μ) ^ 2 :=
    Real.sq_sqrt (moment_pos hg hμ 2).le
  have hM2 : stepLength h g ν ^ 2 = ∑ i, g i ^ 2 / (h i + ν) ^ 2 :=
    Real.sq_sqrt (moment_pos hg hν 2).le
  unfold recipSlope
  generalize stepLength h g μ = N at *
  generalize stepLength h g ν = M at *
  -- sum the single-mode inequality over all modes
  have hsum := Finset.sum_le_sum (s := univ) (fun i _ => by
    have hi := mode_bound (hμ i) (hν i) hM hN (sq_nonneg (g i))
    rwa [show h i + ν - (h i + μ) = ν - μ by ring] at hi)
  simp only [Finset.sum_add_distrib, ← Finset.mul_sum] at hsum
  rw [← hN2, ← hM2, div_mul_cancel₀ _ (pow_ne_zero 2 hM.ne')] at hsum
  generalize (∑ i, g i ^ 2 / (h i + μ) ^ 3) = S at *
  have e : 1 / N + S / N ^ 3 * (ν - μ) - 1 / M
      = (M / N * (N ^ 2 + (ν - μ) * S) - N ^ 2) / (M * N ^ 2) := by
    field_simp
  have p : 0 ≤ (M / N * (N ^ 2 + (ν - μ) * S) - N ^ 2) / (M * N ^ 2) :=
    div_nonneg (by linarith) (by positivity)
  linarith

/-- For a nonzero gradient, the reciprocal step length is strictly increasing and concave in the
shift `μ` wherever all `h i + μ` are positive. -/
theorem recip_strictMonoOn_concaveOn {h g : ι → ℝ} (hg : g ≠ 0) :
    StrictMonoOn (fun μ => 1 / stepLength h g μ) (pdShifts h) ∧
      ConcaveOn ℝ (pdShifts h) (fun μ => 1 / stepLength h g μ) := by
  have hconv : Convex ℝ (pdShifts h) := by
    intro x hx y hy a b ha hb hab i
    have hz := (convex_Ioi (𝕜 := ℝ) (-h i)) (Set.mem_Ioi.mpr (by linarith [hx i]))
      (Set.mem_Ioi.mpr (by linarith [hy i])) ha hb hab
    linarith [Set.mem_Ioi.mp hz]
  refine ⟨fun μ hμ ν hν hlt => ?_, hconv, fun x hx y hy a b ha hb hab => ?_⟩
  · -- the tangent at the right-hand point has positive slope
    have t := recip_le_tangent hg hν hμ
    have hs : 0 < recipSlope h g ν :=
      div_pos (moment_pos hg hν 3) (pow_pos (stepLength_pos hg hν) 3)
    have hp := mul_pos hs (sub_pos.mpr hlt)
    change 1 / stepLength h g μ < 1 / stepLength h g ν
    linarith
  · -- average the tangent inequality at the intermediate point
    have hz : a * x + b * y ∈ pdShifts h := hconv hx hy ha hb hab
    have t1 := mul_le_mul_of_nonneg_left (recip_le_tangent hg hz hx) ha
    have t2 := mul_le_mul_of_nonneg_left (recip_le_tangent hg hz hy) hb
    change a * (1 / stepLength h g x) + b * (1 / stepLength h g y)
      ≤ 1 / stepLength h g (a * x + b * y)
    linear_combination t1 + t2 + (1 / stepLength h g (a * x + b * y)
      - recipSlope h g (a * x + b * y) * (a * x + b * y)) * hab

end

end RecipStrictMonoOnConcaveOn
```

Compiling this gives:

```
Main.lean:89:65: error: linarith failed to find a contradiction
ι : Type u_1
inst✝ : Fintype ι
h g : ι → ℝ
hg : g ≠ 0
x : ℝ
hx : x ∈ pdShifts h
y : ℝ
hy : y ∈ pdShifts h
a b : ℝ
ha : 0 ≤ a
hb : 0 ≤ b
hab : a + b = 1
i : ι
a✝ : ?m.84 ≤ -h i
⊢ False
failed
Main.lean:90:27: error: linarith failed to find a contradiction
ι : Type u_1
inst✝ : Fintype ι
h g : ι → ℝ
hg : g ≠ 0
x : ℝ
hx : x ∈ pdShifts h
y : ℝ
hy : y ∈ pdShifts h
a b : ℝ
ha : 0 ≤ a
hb : 0 ≤ b
hab : a + b = 1
i : ι
a✝ : ?m.92 ≤ -h i
⊢ False
failed
```

What went wrong. Both errors come from the proof that the set of shifts is convex. `convex_Ioi` has to be told which two points lie in the half-line, but `hz` has no stated type, and `ha`, `hb` and `hab` fix only the weights `a` and `b`. The points are therefore still unknown when `linarith` runs, as the hypotheses `?m.84 ≤ -h i` and `?m.92 ≤ -h i` show. These are the negated goals, and `linarith` does not work out that the unknowns should be `x` and `y`, so the facts `hx i` and `hy i` cannot contradict them.

The repair states the memberships first, as `hx'` and `hy'`, with `x` and `y` written in their types. Each `linarith` then has a definite goal, `-h i < x` or `-h i < y`, which follows from the positivity of `h i + x` or `h i + y`. Passing `hx'` and `hy'` to `convex_Ioi` also fixes the points in `hz`.

The lines `hxi` and `hyi` write out the positivity facts, and `change` writes out the final goal. No message shows that these three were needed.

After these edits no error is left:

```diff
@@ -87,6 +87,10 @@
   have hconv : Convex ℝ (pdShifts h) := by
     intro x hx y hy a b ha hb hab i
-    have hz := (convex_Ioi (𝕜 := ℝ) (-h i)) (Set.mem_Ioi.mpr (by linarith [hx i]))
-      (Set.mem_Ioi.mpr (by linarith [hy i])) ha hb hab
+    have hxi : 0 < h i + x := hx i
+    have hyi : 0 < h i + y := hy i
+    have hx' : x ∈ Set.Ioi (-h i) := Set.mem_Ioi.mpr (by linarith)
+    have hy' : y ∈ Set.Ioi (-h i) := Set.mem_Ioi.mpr (by linarith)
+    have hz := (convex_Ioi (𝕜 := ℝ) (-h i)) hx' hy' ha hb hab
+    change 0 < h i + (a • x + b • y)
     linarith [Set.mem_Ioi.mp hz]
   refine ⟨fun μ hμ ν hν hlt => ?_, hconv, fun x hx y hy a b ha hb hab => ?_⟩
```
